# A lower bound on the cosine transform of the electron pair distribution on a ring

N electrons occupy the sites of a ring with n ≥ 1 sites. Sites are elements of `ZMod n`, so separations wrap around.

In Lean 4 with Mathlib:

```lean
import Mathlib

open Finset

namespace RingPairDensity

noncomputable section
```

A configuration x assigns a site x_i to each electron i. Its weight p(x) is non-negative, and the weights sum to one; this is `IsProb p`. Spin is summed over, and neither exchange symmetry nor a limit on site occupation is imposed, so the position distribution of any N-electron state on the ring is included.

```lean
/-- A probability distribution on a finite set of configurations: non-negative weights
that sum to one. -/
def IsProb {X : Type*} [Fintype X] (p : X → ℝ) : Prop :=
  (∀ x, 0 ≤ p x) ∧ ∑ x, p x = 1
```

For an integer k, the phase of site d is θ(d) = 2πkd/n, with d represented by one of 0, …, n−1.

```lean
/-- The phase `2πkd/n` of site `d` for wave number `k`, on a ring of `n ≥ 1` sites. -/
def phase {n : ℕ} (k : ℤ) (d : ZMod n) : ℝ :=
  2 * Real.pi * k * (d.val : ℝ) / n
```

The density amplitude, not divided by N, is ρ(x) = Σ_j exp(iθ(x_j)).

```lean
/-- The density amplitude `∑ⱼ exp(2πi k xⱼ/n)` of a configuration `x` of `N` electrons
on a ring of `n ≥ 1` sites. -/
def amplitude {N n : ℕ} (k : ℤ) (x : Fin N → ZMod n) : ℂ :=
  ∑ j, Complex.exp (phase k (x j) * Complex.I)
```

Let c_x(d) be the number of ordered pairs i ≠ j with x_i − x_j = d.

```lean
/-- The number of ordered pairs of distinct electrons with separation `d` in the
configuration `x`. -/
def pairCount {N n : ℕ} (x : Fin N → ZMod n) (d : ZMod n) : ℝ :=
  ∑ i, ∑ j, if i ≠ j ∧ x i - x j = d then 1 else 0
```

The intracule is its average, I(d) = Σ_x p(x) c_x(d).

```lean
/-- The intracule `I(d)`. For a probability distribution `p` of configurations, it is the expected
number of ordered pairs of distinct electrons with separation `d`. -/
def intracule {N n : ℕ} [NeZero n] (p : (Fin N → ZMod n) → ℝ) (d : ZMod n) : ℝ :=
  ∑ x, p x * pairCount x d
```

## (a) Phases of wrapped separations

Show that for all sites a and b

cos θ(a − b) = cos(θ(a) − θ(b)).

**Solution.** The representatives of a and b differ by that of a − b plus nm, for some integer m. Multiplying by 2πk/n gives

θ(a) − θ(b) = θ(a − b) + 2πkm,

and the cosine has period 2π. In the proof, `hm` supplies m and `key` is this phase identity.

```lean
/-- The cosine of the phase of a separation is the cosine of the difference of the two
site phases, also when the separation wraps around the ring. -/
theorem cos_phase_sub {n : ℕ} [NeZero n] (k : ℤ) (a b : ZMod n) :
    Real.cos (phase k (a - b)) = Real.cos (phase k a - phase k b) := by
  have h : (((a - b).val : ℤ) : ZMod n) = (((a.val : ℤ) - (b.val : ℤ) : ℤ) : ZMod n) := by
    simp only [Int.cast_sub, Int.cast_natCast, ZMod.natCast_zmod_val]
  -- the site labels agree up to `m` turns around the ring
  obtain ⟨m, hm⟩ := (ZMod.intCast_eq_intCast_iff_dvd_sub _ _ n).mp h
  have hr : (a.val : ℝ) - (b.val : ℝ) - ((a - b).val : ℝ) = n * m := by
    exact_mod_cast hm
  have e : (n : ℝ) * (n : ℝ)⁻¹ = 1 :=
    mul_inv_cancel₀ (Nat.cast_ne_zero.mpr (NeZero.ne n))
  have key : phase k a - phase k b
      = phase k (a - b) + ((k * m : ℤ) : ℝ) * (2 * Real.pi) := by
    unfold phase
    push_cast
    linear_combination (2 * Real.pi * k * (n : ℝ)⁻¹) * hr + 2 * Real.pi * k * m * e
  rw [key, Real.cos_add_int_mul_two_pi]
```

## (b) The squared amplitude as a double sum

Show that

|ρ(x)|² = Σ_i Σ_j cos(θ(x_i) − θ(x_j)).

**Solution.** Add the squares of the real and imaginary parts:

|ρ(x)|² = (Σ_j cos θ(x_j))² + (Σ_j sin θ(x_j))²
= Σ_i Σ_j [cos θ(x_i) cos θ(x_j) + sin θ(x_i) sin θ(x_j)].

The bracket is the cosine of the difference. The code expands the products with `Finset.sum_mul_sum` and applies `Real.cos_sub`.

```lean
/-- The squared modulus of the density amplitude is the sum of the cosines of all phase
differences, each electron paired with itself included. -/
theorem norm_sq_amplitude {N n : ℕ} (k : ℤ) (x : Fin N → ZMod n) :
    ‖amplitude k x‖ ^ 2 = ∑ i, ∑ j, Real.cos (phase k (x i) - phase k (x j)) := by
  rw [Complex.sq_norm, Complex.normSq_apply, amplitude, Complex.re_sum, Complex.im_sum]
  simp only [Complex.exp_ofReal_mul_I_re, Complex.exp_ofReal_mul_I_im,
    Finset.sum_mul_sum, ← Finset.sum_add_distrib, Real.cos_sub]
```

## (c) Removing the self-pairs

Show that in one configuration

Σ_d c_x(d) cos θ(d) = |ρ(x)|² − N.

**Solution.** Sum over d first. Each pair i ≠ j contributes only at d = x_i − x_j, so by (a) the left side is

Σ_{i≠j} cos(θ(x_i) − θ(x_j)).

This is the double sum in (b) without its N diagonal terms, each equal to cos 0 = 1. `Finset.sum_comm` reorders the sums, and `by_cases hij` separates the diagonal.

```lean
/-- In a single configuration, the cosine sum of the pair count is the squared density
amplitude less the `N` self-pairs. -/
theorem sum_pairCount_cos {N n : ℕ} [NeZero n] (k : ℤ) (x : Fin N → ZMod n) :
    ∑ d, pairCount x d * Real.cos (phase k d) = ‖amplitude k x‖ ^ 2 - N := by
  have h : ∑ d, pairCount x d * Real.cos (phase k d)
      = ∑ i, ∑ j, (Real.cos (phase k (x i) - phase k (x j)) - if i = j then 1 else 0) := by
    simp only [pairCount, Finset.sum_mul]
    rw [Finset.sum_comm]
    refine Finset.sum_congr rfl fun i _ => ?_
    rw [Finset.sum_comm]
    refine Finset.sum_congr rfl fun j _ => ?_
    -- each pair contributes at exactly one separation
    by_cases hij : i = j
    · subst hij
      simp
    · simp [hij, cos_phase_sub]
  rw [h, norm_sq_amplitude]
  simp [Finset.sum_sub_distrib]
```

## (d) Averaging over configurations

Show that

Σ_d I(d) cos θ(d) = Σ_x p(x)|ρ(x)|² − N.

**Solution.** Exchange the sums over d and x and use (c):

Σ_d I(d) cos θ(d) = Σ_x p(x)(|ρ(x)|² − N).

Since Σ_x p(x) = 1, the last term averages to N. Normalisation enters the proof as `hp.2`.

```lean
/-- The cosine transform of the intracule is the mean squared density amplitude less the
number of electrons. -/
theorem sum_intracule_cos {N n : ℕ} [NeZero n] {p : (Fin N → ZMod n) → ℝ}
    (hp : IsProb p) (k : ℤ) :
    ∑ d, intracule p d * Real.cos (phase k d) = ∑ x, p x * ‖amplitude k x‖ ^ 2 - N := by
  have h : ∀ x, ∑ d, p x * pairCount x d * Real.cos (phase k d)
      = p x * ‖amplitude k x‖ ^ 2 - p x * N := by
    intro x
    rw [← mul_sub, ← sum_pairCount_cos, Finset.mul_sum]
    exact Finset.sum_congr rfl fun d _ => mul_assoc _ _ _
  simp only [intracule, Finset.sum_mul]
  rw [Finset.sum_comm]
  simp only [h, Finset.sum_sub_distrib, ← Finset.sum_mul, hp.2, one_mul]
```

## (e) The bound and its equality case

Show that

Σ_d I(d) cos θ(d) ≥ −N,

with equality exactly when ρ(x) = 0 for every x with p(x) ≠ 0.

**Solution.** Every term p(x)|ρ(x)|² in (d) is non-negative, which gives the bound. Equality means that their sum is zero, hence that each term is zero; `Finset.sum_eq_zero_iff_of_nonneg` performs this step.

Negative weights on configurations with ρ ≠ 0 can break the bound. Take N = n = 2 and k = 1, with weight −1 on (0,0) and 2 on (0,1). The weights sum to one, but the transform is −1·4 + 2·0 − 2 = −6, below −2.

```lean
/-- For every distribution of `N` electrons on the ring and every integer `k`, the cosine
transform of the intracule is at least `-N`, with equality exactly when the density
amplitude vanishes in every configuration of non-zero probability. -/
theorem intracule_bound {N n : ℕ} [NeZero n] {p : (Fin N → ZMod n) → ℝ}
    (hp : IsProb p) (k : ℤ) :
    -(N : ℝ) ≤ ∑ d, intracule p d * Real.cos (phase k d) ∧
    (∑ d, intracule p d * Real.cos (phase k d) = -(N : ℝ) ↔
      ∀ x, p x ≠ 0 → amplitude k x = 0) := by
  have h0 : ∀ x ∈ (univ : Finset (Fin N → ZMod n)), 0 ≤ p x * ‖amplitude k x‖ ^ 2 :=
    fun x _ => mul_nonneg (hp.1 x) (sq_nonneg _)
  rw [sum_intracule_cos hp]
  refine ⟨by linarith [Finset.sum_nonneg h0], ?_⟩
  have hS : (∑ x, p x * ‖amplitude k x‖ ^ 2 - (N : ℝ) = -(N : ℝ)) ↔
      ∑ x, p x * ‖amplitude k x‖ ^ 2 = 0 := by
    constructor <;> intro h <;> linarith
  -- a sum of non-negative terms vanishes only term by term
  rw [hS, Finset.sum_eq_zero_iff_of_nonneg h0]
  constructor
  · intro h x hx
    have hx0 := h x (mem_univ x)
    simpa [hx] using hx0
  · intro h x _
    by_cases hx : p x = 0
    · simp [hx]
    · simp [h x hx]
```

## (f) A test for model pair functions

Let J be a real function of separation with, for some k,

Σ_d J(d) cos θ(d) < −N.

Show that J is the intracule of no distribution of N electrons.

**Solution.** If J = I for some p, (e) is contradicted. For electronic structure, this gives a necessary condition on model pair densities for a finite one-dimensional ring; passing it does not establish representability.

```lean
/-- A model pair function whose cosine transform falls below `-N` for some `k` is the
intracule of no distribution of `N` electrons. -/
theorem not_representable {N n : ℕ} [NeZero n] (J : ZMod n → ℝ) (k : ℤ)
    (hJ : ∑ d, J d * Real.cos (phase k d) < -(N : ℝ)) :
    ¬ ∃ p : (Fin N → ZMod n) → ℝ, IsProb p ∧ intracule p = J := by
  rintro ⟨p, hp, rfl⟩
  exact absurd (intracule_bound hp k).1 (not_le_of_gt hJ)
```

## (g) Three electrons, all pairs opposite

On four sites, let J(2) = 6 and J(d) = 0 otherwise.

```lean
/-- A model pair function on four sites that puts all six ordered pairs of three electrons
at opposite sites. -/
def antipodalModel (d : ZMod 4) : ℝ := if d = 2 then 6 else 0
```

Show that J is non-negative and even, that

Σ_d J(d) = 3·2,

and that no distribution of three electrons has J as its intracule.

**Solution.** Evenness holds because −2 = 2 modulo 4; non-negativity and the sum are immediate. For k = 1, θ(2) = π, so the transform is −6 < −3 and (f) applies. The code obtains this phase in `hph`.

```lean
/-- The antipodal model is non-negative, even and normalised to `3 · 2` ordered pairs, yet
it is the intracule of no distribution of three electrons. -/
theorem antipodalModel_unphysical :
    (∀ d, 0 ≤ antipodalModel d) ∧ (∀ d, antipodalModel (-d) = antipodalModel d) ∧
    ∑ d, antipodalModel d = 3 * 2 ∧
    ¬ ∃ p : (Fin 3 → ZMod 4) → ℝ, IsProb p ∧ intracule p = antipodalModel := by
  have hneg : ∀ d : ZMod 4, -d = 2 ↔ d = 2 := by decide
  have hv : (2 : ZMod 4).val = 2 := rfl
  have hph : phase 1 (2 : ZMod 4) = Real.pi := by
    unfold phase
    rw [hv]
    push_cast
    ring
  refine ⟨fun d => ?_, fun d => ?_, ?_, not_representable _ 1 ?_⟩
  · unfold antipodalModel
    split_ifs <;> norm_num
  · simp only [antipodalModel, hneg]
  · simp only [antipodalModel, Finset.sum_ite_eq', Finset.mem_univ, if_true]
    norm_num
  · simp only [antipodalModel, ite_mul, zero_mul, Finset.sum_ite_eq', Finset.mem_univ,
      if_true, hph, Real.cos_pi]
    norm_num
```

## (h) Evenly spaced electrons

For N, m ≥ 1, place electron j = 0, …, N−1 at site mj of a ring with Nm sites.

```lean
/-- The configuration of `N` electrons placed at every `m`-th site of a ring of `N * m`
sites. -/
def crystal (N m : ℕ) (j : Fin N) : ZMod (N * m) := ((m * (j : ℕ) : ℕ) : ZMod (N * m))
```

Show that if N does not divide k, this configuration has

ρ = 0.

**Solution.** The phases are 2πkj/N, so with z = exp(2πik/N)

ρ = Σ_j z^j = (z^N − 1)/(z − 1) = 0,

because z^N = 1 and z ≠ 1. These facts are `hterm`, `hpow` and `hne`.

```lean
/-- The density amplitude of evenly spaced electrons vanishes for every `k` that is not a
multiple of `N`. -/
theorem amplitude_crystal {N m : ℕ} [NeZero (N * m)] {k : ℤ} (hk : ¬ (N : ℤ) ∣ k) :
    amplitude k (crystal N m) = 0 := by
  have hN : N ≠ 0 := left_ne_zero_of_mul (NeZero.ne (N * m))
  have hm : m ≠ 0 := right_ne_zero_of_mul (NeZero.ne (N * m))
  have eN : (N : ℂ) * (N : ℂ)⁻¹ = 1 := mul_inv_cancel₀ (Nat.cast_ne_zero.mpr hN)
  have em : (m : ℂ) * (m : ℂ)⁻¹ = 1 := mul_inv_cancel₀ (Nat.cast_ne_zero.mpr hm)
  -- the phase factors are the powers of one root of unity
  have hterm : ∀ j : Fin N, Complex.exp (phase k (crystal N m j) * Complex.I)
      = Complex.exp (2 * Real.pi * Complex.I * k / N) ^ (j : ℕ) := by
    intro j
    have hlt : m * (j : ℕ) < N * m := by
      nlinarith [j.isLt, Nat.pos_of_ne_zero hm]
    have hv : (crystal N m j).val = m * (j : ℕ) := by
      rw [crystal, ZMod.val_natCast, Nat.mod_eq_of_lt hlt]
    rw [← Complex.exp_nat_mul]
    congr 1
    unfold phase
    rw [hv]
    push_cast
    linear_combination (2 * Real.pi * k * (j : ℕ) * Complex.I * (N : ℂ)⁻¹) * em
  have hpow : Complex.exp (2 * Real.pi * Complex.I * k / N) ^ N = 1 := by
    rw [← Complex.exp_nat_mul]
    refine Complex.exp_eq_one_iff.mpr ⟨k, ?_⟩
    linear_combination (2 * Real.pi * Complex.I * k) * eN
  have hne : Complex.exp (2 * Real.pi * Complex.I * k / N) ≠ 1 := by
    intro h
    obtain ⟨q, hq⟩ := Complex.exp_eq_one_iff.mp h
    have hkq : (k : ℂ) = N * q := by
      apply mul_left_cancel₀ Complex.two_pi_I_ne_zero
      linear_combination (N : ℂ) * hq - (2 * Real.pi * Complex.I * k) * eN
    exact hk ⟨q, by exact_mod_cast hkq⟩
  rw [amplitude, Finset.sum_congr rfl fun j _ => hterm j,
    Fin.sum_univ_eq_sum_range
      (fun j => Complex.exp (2 * Real.pi * Complex.I * k / N) ^ j) N,
    geom_sum_eq hne, hpow, sub_self, zero_div]
```

## (i) Attaining the bound

Give the configuration in (h) probability one. Show that if N does not divide k,

Σ_d I(d) cos θ(d) = −N.

**Solution.** The only configuration with non-zero weight has ρ = 0, so the equality case of (e) applies. For N ≥ 2 this distribution fixes which electron sits where, so it does not itself come from an antisymmetric state. Sharing the weight equally among the N! relabellings leaves the intracule unchanged and gives the position distribution of a Slater determinant of the occupied site orbitals, which therefore attains the bound too. If N divides k, then z = 1 and ρ = N, and the transform is N² − N instead.

```lean
/-- Electrons frozen at even spacing attain the lower bound `-N` for every `k` that is not a
multiple of `N`. -/
theorem crystal_saturates {N m : ℕ} [NeZero (N * m)] {k : ℤ} (hk : ¬ (N : ℤ) ∣ k) :
    ∑ d, intracule (fun x => if x = crystal N m then 1 else 0) d * Real.cos (phase k d)
      = -(N : ℝ) := by
  have hp : IsProb (fun x : Fin N → ZMod (N * m) =>
      if x = crystal N m then (1 : ℝ) else 0) := by
    refine ⟨fun x => ?_, by simp⟩
    dsimp only
    split_ifs <;> norm_num
  refine (intracule_bound hp k).2.mpr fun x hx => ?_
  have hxc : x = crystal N m := by
    by_contra h
    exact hx (if_neg h)
  rw [hxc]
  exact amplitude_crystal hk

end

end RingPairDensity
```

```lean
#print axioms RingPairDensity.intracule_bound
-- 'RingPairDensity.intracule_bound' depends on axioms: [propext, Classical.choice, Quot.sound]
#print axioms RingPairDensity.antipodalModel_unphysical
-- 'RingPairDensity.antipodalModel_unphysical' depends on axioms: [propext, Classical.choice, Quot.sound]
#print axioms RingPairDensity.crystal_saturates
-- 'RingPairDensity.crystal_saturates' depends on axioms: [propext, Classical.choice, Quot.sound]
```
